# The Courant–Fischer Min-Max Theorem for Hermitian Operators in Finite Dimension

In a truncated configuration-interaction calculation one diagonalises the Hamiltonian in a chosen set of determinants and takes each root, not only the lowest, as an upper bound to the full-CI level with the same index in the same finite orbital basis. For excited states this step rests on a variational principle for whole trial spaces.

## Levels from trial spaces

Let H be a Hermitian operator on a complex space of finite dimension n, with orthonormal eigenstates ψ_0, …, ψ_{n−1} and levels λ_0 ≤ … ≤ λ_{n−1}, repeated according to multiplicity. For x ≠ 0 the Rayleigh quotient is

R(x) = ⟨x, Hx⟩ / ‖x‖².

The claim, for k = 0, …, n−1, is

λ_k = min over U with dim U = k+1 of ( max over nonzero x in U of R(x) ).

Counting starts at zero, so λ_k is the (k+1)-th smallest eigenvalue.

**Expansion.** Write x = Σ_i c_i ψ_i with c_i = ⟨ψ_i, x⟩. Since Hψ_i = λ_i ψ_i and the ψ_i are orthonormal,

⟨x, Hx⟩ = Σ_i λ_i |c_i|²,  ‖x‖² = Σ_i |c_i|²,

and therefore

R(x) − λ_k = Σ_i (λ_i − λ_k) |c_i|² / ‖x‖².

**The maximum exists.** R does not change when x is multiplied by a nonzero number, so unit vectors suffice. The unit vectors of U form a compact set, on which the continuous function ⟨x, Hx⟩ attains a maximum.

**No trial space falls below λ_k.** Let dim U = k+1. The k linear conditions c_0 = … = c_{k−1} = 0 leave a nonzero x in U. Only terms with i ≥ k survive in the difference above, and none is negative. Hence R(x) ≥ λ_k, and the maximum over U is at least λ_k.

**One trial space reaches λ_k.** On the span of ψ_0, …, ψ_k we have c_i = 0 for i > k. Every surviving term is now at most zero, so R(x) ≤ λ_k, with equality at x = ψ_k. This proves the claim.

For the CI roots, let U be the span of the k+1 lowest eigenvectors of the truncated problem. The maximum of R on U is the root with index k, which is therefore at least λ_k. This application is argued here in prose and has no theorem of its own below.

**Comparison of two operators.** Suppose ⟨x, Hx⟩ ≤ ⟨x, Kx⟩ for all x, with K also Hermitian. The span of the k+1 lowest eigenstates of K contains a nonzero x with R_H(x) ≥ λ_k(H), so

λ_k(H) ≤ R_H(x) ≤ R_K(x) ≤ λ_k(K).

Within a fixed finite basis, adding a potential that is nowhere negative thus lowers no level.

## The smallest case and a non-Hermitian matrix

For n = 1 the only choice is k = 0 and U is the whole space. H is multiplication by λ_0, and R is constant. For any n ≥ 1, k = 0 gives the ground-state principle: each U is a line, on which R has a single value.

Hermiticity cannot be weakened to having real eigenvalues and a basis of eigenvectors. The matrix with rows (0, 1) and (0, 1) has both, with eigenvalues 0 and 1. Its quotient R can be complex, so the maximum is taken of the real part. For k = 1 the only U is ℂ², and x = (1, 2) gives R(x) = 6/5, so this maximum exceeds the upper eigenvalue.

## Operators, quotients and ordered levels in Lean

The letter `E` denotes the state space, not an energy. `H` and `K` are linear maps on it; an n by n Hermitian matrix is the case where `E` is ℂⁿ with its usual inner product.

```lean
import Mathlib

open Module

namespace CourantFischer

noncomputable section

variable {E : Type*} [NormedAddCommGroup E] [InnerProductSpace ℂ E]
  [FiniteDimensional ℂ E] {n : ℕ} {H K : E →ₗ[ℂ] E}
```

The inner product is linear in its second argument, as in Dirac notation. For a Hermitian operator the expectation value is real, so taking the real part changes nothing.

```lean
/-- The Rayleigh quotient `Re ⟨x, H x⟩ / ⟨x, x⟩` of a nonzero vector `x`. -/
def rayleigh (H : E →ₗ[ℂ] E) (x : E) : ℝ := (inner ℂ x (H x)).re / ‖x‖ ^ 2
```

The zero vector is excluded from the set of values over a trial space.

```lean
/-- The values that the Rayleigh quotient takes on the nonzero vectors of a trial space `U`. -/
def rayleighValues (H : E →ₗ[ℂ] E) (U : Submodule ℂ E) : Set ℝ :=
  rayleigh H '' {x | x ∈ U ∧ x ≠ 0}
```

The hypothesis `hH : H.IsSymmetric` says ⟨Hx, y⟩ = ⟨x, Hy⟩ for all x and y, and `hn` fixes the dimension as `n`. An index `k : Fin n` runs from 0 to n−1. The definitions below use `Tuple.sort` to put Mathlib's eigenvalues in ascending order and relabel its eigenvectors by the same permutation, so `level` is λ_k and `eigenstate` is ψ_k.

```lean
/-- The energy levels of a Hermitian operator in ascending order, repeated according to
multiplicity and counted from zero. -/
def level (hH : H.IsSymmetric) (hn : finrank ℂ E = n) (k : Fin n) : ℝ :=
  hH.eigenvalues hn (Tuple.sort (hH.eigenvalues hn) k)

/-- An orthonormal basis of eigenstates, in the order of the energy levels. -/
def eigenstate (hH : H.IsSymmetric) (hn : finrank ℂ E = n) : OrthonormalBasis (Fin n) ℂ E :=
  (hH.eigenvectorBasis hn).reindex (Tuple.sort (hH.eigenvalues hn)).symm
```

One optimal trial space, in general not the only one, is the span of ψ_0, …, ψ_k.

```lean
/-- The space spanned by the eigenstates with indices `0, ..., k`. -/
def lowSpace (hH : H.IsSymmetric) (hn : finrank ℂ E = n) (k : Fin n) : Submodule ℂ E :=
  Submodule.span ℂ (Set.range fun i : Fin (k.val + 1) =>
    eigenstate hH hn ⟨i.val, lt_of_lt_of_le i.2 (Nat.succ_le_of_lt k.2)⟩)
```

The next two lemmas confirm that the relabelling has kept the order and the eigenvalue equation.

```lean
/-- The energy levels are in ascending order. -/
theorem level_monotone (hH : H.IsSymmetric) (hn : finrank ℂ E = n) :
    Monotone (level hH hn) :=
  Tuple.monotone_sort (hH.eigenvalues hn)

/-- Each eigenstate solves the stationary Schrödinger equation with its energy level. -/
theorem apply_eigenstate (hH : H.IsSymmetric) (hn : finrank ℂ E = n) (k : Fin n) :
    H (eigenstate hH hn k) = (level hH hn k : ℂ) • eigenstate hH hn k := by
  simp only [eigenstate, level, OrthonormalBasis.reindex_apply, Equiv.symm_symm]
  exact hH.apply_eigenvectorBasis hn _
```

## The expansion and the attained maximum

The energy formula comes from inserting the complete set of eigenstates between x and Hx. Symmetry moves H onto ψ_i, where it yields λ_i; the remaining lines turn the product of c_i and its conjugate into |c_i|².

```lean
/-- For every vector `x`, `Re ⟨x, H x⟩` is the sum of the levels weighted by the squared overlaps
with the eigenstates. -/
theorem energy_expansion (hH : H.IsSymmetric) (hn : finrank ℂ E = n) (x : E) :
    (inner ℂ x (H x)).re =
      ∑ i, level hH hn i * ‖inner ℂ (eigenstate hH hn i) x‖ ^ 2 := by
  have h : ∀ i, inner ℂ (eigenstate hH hn i) (H x) =
      (level hH hn i : ℂ) * inner ℂ (eigenstate hH hn i) x := by
    intro i
    rw [← hH (eigenstate hH hn i) x, apply_eigenstate, inner_smul_left, Complex.conj_ofReal]
  rw [← (eigenstate hH hn).sum_inner_mul_inner x (H x), Complex.re_sum]
  apply Finset.sum_congr rfl
  intro i _
  rw [h, ← inner_conj_symm x (eigenstate hH hn i)]
  generalize inner ℂ (eigenstate hH hn i) x = c
  rw [Complex.sq_norm, Complex.normSq_apply]
  simp only [Complex.mul_re, Complex.mul_im, Complex.conj_re, Complex.conj_im,
    Complex.ofReal_re, Complex.ofReal_im]
  ring
```

The existence of the maximum follows the compactness argument: `hs` normalises a vector, and `hr` shows that the expectation value of the normalised vector is the original quotient. Symmetry of `H` is not needed here.

```lean
/-- On every nonzero trial space the Rayleigh quotient attains a maximum. -/
theorem exists_max (H : E →ₗ[ℂ] E) (U : Submodule ℂ E) (hU : U ≠ ⊥) :
    ∃ m, IsGreatest (rayleighValues H U) m := by
  have : ProperSpace E := FiniteDimensional.proper_rclike ℂ E
  obtain ⟨v, hv, hv0⟩ := Submodule.exists_mem_ne_zero_of_ne_bot hU
  -- the unit sphere of the trial space is compact
  have hS : IsCompact (Metric.sphere (0 : E) 1 ∩ (U : Set E)) :=
    (isCompact_sphere (0 : E) 1).inter_right U.closed_of_finiteDimensional
  have hs : ∀ x ∈ U, x ≠ 0 →
      ((‖x‖⁻¹ : ℝ) : ℂ) • x ∈ Metric.sphere (0 : E) 1 ∩ (U : Set E) := by
    intro x hx h0
    refine ⟨?_, U.smul_mem _ hx⟩
    rw [mem_sphere_zero_iff_norm, norm_smul, Complex.norm_real, norm_inv, norm_norm,
      inv_mul_cancel₀ (norm_ne_zero_iff.mpr h0)]
  have hc : Continuous H := H.continuous_of_finiteDimensional
  have hg : Continuous fun x : E => (inner ℂ x (H x)).re :=
    Complex.continuous_re.comp (continuous_inner.comp (continuous_id.prodMk hc))
  obtain ⟨y, hy, hmax⟩ := hS.exists_isMaxOn ⟨_, hs v hv hv0⟩ hg.continuousOn
  have hy1 : ‖y‖ = 1 := mem_sphere_zero_iff_norm.mp hy.1
  have hRy : rayleigh H y = (inner ℂ y (H y)).re := by
    rw [rayleigh, hy1, one_pow, div_one]
  -- normalising a vector turns its quotient into an expectation value
  have hr : ∀ x : E, (inner ℂ (((‖x‖⁻¹ : ℝ) : ℂ) • x)
      (H (((‖x‖⁻¹ : ℝ) : ℂ) • x))).re = rayleigh H x := by
    intro x
    rw [map_smul, inner_smul_left, inner_smul_right, Complex.conj_ofReal,
      Complex.re_ofReal_mul, Complex.re_ofReal_mul, rayleigh]
    ring
  refine ⟨rayleigh H y, ⟨y, ⟨hy.2, fun h => by simp [h] at hy1⟩, rfl⟩, ?_⟩
  rintro _ ⟨x, ⟨hx, h0⟩, rfl⟩
  rw [hRy, ← hr x]
  exact isMaxOn_iff.mp hmax _ (hs x hx h0)
```

## The two bounds

The map `f` sends a vector of U to its k overlaps with the lowest eigenstates. Were it injective, k+1 would be at most k, so some nonzero x has all these overlaps zero. The inequality λ_k ‖x‖² ≤ ⟨x, Hx⟩ is then checked term by term: for i < k both sides vanish, and otherwise the levels are ordered.

```lean
/-- Every trial space of dimension `k + 1` contains a nonzero vector whose Rayleigh
quotient is at least level `k`. -/
theorem exists_level_le (hH : H.IsSymmetric) (hn : finrank ℂ E = n) (k : Fin n)
    (U : Submodule ℂ E) (hU : finrank ℂ U = k.val + 1) :
    ∃ x ∈ U, x ≠ 0 ∧ level hH hn k ≤ rayleigh H x := by
  -- overlaps with the `k` lowest eigenstates: too few conditions to exclude all of `U`
  let f : U →ₗ[ℂ] (Fin k.val → ℂ) :=
    { toFun := fun x i => inner ℂ (eigenstate hH hn ⟨i.val, i.2.trans k.2⟩) (x : E)
      map_add' := fun x y => by
        funext i
        simp
      map_smul' := fun a x => by
        funext i
        simp }
  have hf : ¬ Function.Injective f := by
    intro h
    have h1 := LinearMap.finrank_le_finrank_of_injective h
    rw [hU, Module.finrank_fin_fun] at h1
    omega
  obtain ⟨x, hx, hx0⟩ : ∃ x : U, f x = 0 ∧ x ≠ 0 := by
    by_contra hc
    apply hf
    rw [injective_iff_map_eq_zero]
    intro x hx
    by_contra h0
    exact hc ⟨x, hx, h0⟩
  have h0 : (x : E) ≠ 0 := fun h => hx0 (Subtype.ext h)
  refine ⟨x, x.2, h0, ?_⟩
  rw [rayleigh, le_div_iff₀ (pow_pos (norm_pos_iff.mpr h0) 2), energy_expansion hH hn,
    ← (eigenstate hH hn).sum_sq_norm_inner_right (x : E), Finset.mul_sum]
  apply Finset.sum_le_sum
  intro i _
  by_cases hi : i < k
  · have hz : inner ℂ (eigenstate hH hn i) (x : E) = 0 :=
      congrFun hx ⟨i.val, Fin.lt_def.mp hi⟩
    simp [hz]
  · exact mul_le_mul_of_nonneg_right (level_monotone hH hn (not_lt.mp hi)) (sq_nonneg _)
```

For the upper bound, the low-lying span must have the right dimension, which follows from the linear independence of orthonormal vectors.

```lean
/-- The eigenstates with indices `0, ..., k` span a space of dimension `k + 1`. -/
theorem finrank_lowSpace (hH : H.IsSymmetric) (hn : finrank ℂ E = n) (k : Fin n) :
    finrank ℂ (lowSpace hH hn k) = k.val + 1 := by
  have hinj : Function.Injective fun i : Fin (k.val + 1) =>
      (⟨i.val, lt_of_lt_of_le i.2 (Nat.succ_le_of_lt k.2)⟩ : Fin n) := by
    intro i j h
    have h1 := congrArg Fin.val h
    exact Fin.ext h1
  have h := finrank_span_eq_card
    ((eigenstate hH hn).orthonormal.comp _ hinj).linearIndependent
  rw [Fintype.card_fin] at h
  exact h
```

In the next proof `hz` shows that vectors of this span have no overlap with higher eigenstates, by induction over linear combinations. The sums are then compared as before, with the inequality reversed.

```lean
/-- On the span of the eigenstates `0, ..., k` the Rayleigh quotient of a nonzero vector
is at most level `k`. -/
theorem rayleigh_le_level (hH : H.IsSymmetric) (hn : finrank ℂ E = n) (k : Fin n)
    {x : E} (hx : x ∈ lowSpace hH hn k) (h0 : x ≠ 0) :
    rayleigh H x ≤ level hH hn k := by
  -- vectors of this space have no overlap with higher eigenstates
  have hz : ∀ j, k < j → ∀ y ∈ lowSpace hH hn k, inner ℂ (eigenstate hH hn j) y = 0 := by
    intro j hj y hy
    unfold lowSpace at hy
    induction hy using Submodule.span_induction with
    | mem y hy =>
      obtain ⟨i, rfl⟩ := hy
      apply (eigenstate hH hn).orthonormal.2
      intro h
      have h1 : j.val = i.val := congrArg Fin.val h
      have h2 := i.2
      have h3 := Fin.lt_def.mp hj
      omega
    | zero => exact inner_zero_right _
    | add y z _ _ hy hz => rw [inner_add_right, hy, hz, add_zero]
    | smul a y _ hy => rw [inner_smul_right, hy, mul_zero]
  rw [rayleigh, div_le_iff₀ (pow_pos (norm_pos_iff.mpr h0) 2), energy_expansion hH hn,
    ← (eigenstate hH hn).sum_sq_norm_inner_right x, Finset.mul_sum]
  apply Finset.sum_le_sum
  intro i _
  by_cases hi : k < i
  · simp [hz i hi x hx]
  · exact mul_le_mul_of_nonneg_right (level_monotone hH hn (not_lt.mp hi)) (sq_nonneg _)
```

## The min-max theorem and the comparison of levels

`IsGreatest` says that m is the maximum of R on U, and `IsLeast` that λ_k is the smallest such m; both are attained. By `exists_max`, every U of dimension k+1 contributes a value to the set. The first half of the proof exhibits `lowSpace` with its maximum at ψ_k, and the second applies `exists_level_le` to an arbitrary U.

```lean
/-- **Courant-Fischer theorem.** Level `k`, counted from zero, is the minimum over trial
spaces of dimension `k + 1` of the maximal Rayleigh quotient of their nonzero vectors. -/
theorem courant_fischer (hH : H.IsSymmetric) (hn : finrank ℂ E = n) (k : Fin n) :
    IsLeast {m | ∃ U : Submodule ℂ E, finrank ℂ U = k.val + 1 ∧
      IsGreatest (rayleighValues H U) m} (level hH hn k) := by
  have h1 : ‖eigenstate hH hn k‖ = 1 := (eigenstate hH hn).orthonormal.1 k
  constructor
  · -- the lowest eigenstates span an optimal trial space
    refine ⟨lowSpace hH hn k, finrank_lowSpace hH hn k,
      ⟨eigenstate hH hn k, ⟨?_, fun h => by simp [h] at h1⟩, ?_⟩, ?_⟩
    · exact Submodule.subset_span ⟨⟨k.val, Nat.lt_succ_self _⟩, rfl⟩
    · rw [rayleigh, apply_eigenstate, inner_smul_right, inner_self_eq_norm_sq_to_K, h1]
      simp
    · rintro _ ⟨x, ⟨hx, h0⟩, rfl⟩
      exact rayleigh_le_level hH hn k hx h0
  · -- no trial space of this dimension does better
    rintro m ⟨U, hU, hm⟩
    obtain ⟨x, hx, h0, hle⟩ := exists_level_le hH hn k U hU
    exact hle.trans (hm.2 ⟨x, ⟨hx, h0⟩, rfl⟩)
```

The comparison theorem is the chain of three inequalities derived above.

```lean
/-- Let `H` and `K` be Hermitian. If the expectation value of `K` is at least that of `H` in every
state, then each level of `K` is at least the corresponding level of `H`. -/
theorem level_le_level (hH : H.IsSymmetric) (hK : K.IsSymmetric) (hn : finrank ℂ E = n)
    (hle : ∀ x, (inner ℂ x (H x)).re ≤ (inner ℂ x (K x)).re) (k : Fin n) :
    level hH hn k ≤ level hK hn k := by
  obtain ⟨x, hx, h0, h⟩ :=
    exists_level_le hH hn k (lowSpace hK hn k) (finrank_lowSpace hK hn k)
  have hq : rayleigh H x ≤ rayleigh K x :=
    div_le_div_of_nonneg_right (hle x) (sq_nonneg _)
  exact h.trans (hq.trans (rayleigh_le_level hK hn k hx h0))

end

end CourantFischer
```

The theorems above do not cover the full Hamiltonian of an atom or molecule, which is an unbounded operator on an infinite-dimensional space and has a continuous spectrum.

```lean
#print axioms CourantFischer.exists_max
#print axioms CourantFischer.courant_fischer
#print axioms CourantFischer.level_le_level
```

```
'CourantFischer.exists_max' depends on axioms: [propext, Classical.choice, Quot.sound]
'CourantFischer.courant_fischer' depends on axioms: [propext, Classical.choice, Quot.sound]
'CourantFischer.level_le_level' depends on axioms: [propext, Classical.choice, Quot.sound]
```
